# The error of the second-order Taylor polynomial of exp(hX), divided by h³, tends to X³/6

Let X be an element of a complete normed real algebra, not assumed commutative; a bounded operator generating a time evolution exp(hX) is an example. The theorem says that if the quadratic Taylor polynomial 1 + hX + h²X²/2 is subtracted from exp(hX) and the difference is divided by h³, the result tends in norm to X³/6 as the nonzero real step h tends to zero. The proof takes from the power series a bound C‖hX‖⁴ on what remains after the cubic term, for small h. Division by |h|³ leaves C‖X‖⁴|h|, which tends to zero and squeezes the distance from the limit to zero with it.

As first written in Lean, the proof fails:

```lean
import Mathlib

open Filter Topology

namespace AveragedSplitting

noncomputable section

variable {𝔸 : Type*} [NormedRing 𝔸] [NormedAlgebra ℝ 𝔸]

/-- As the nonzero real `h` tends to zero, `exp(hX)` minus its quadratic Taylor polynomial, divided
by `h³`, tends to `X³/6`. -/
theorem exp_cubic_limit [CompleteSpace 𝔸] (X : 𝔸) :
    Tendsto (fun h : ℝ => (h ^ 3)⁻¹ •
      (NormedSpace.exp (h • X) - (1 + h • X + (h ^ 2 / 2) • X ^ 2)))
      (𝓝[≠] 0) (𝓝 ((1 / 6 : ℝ) • X ^ 3)) := by
  -- the power series of the exponential bounds the quartic remainder
  have H := (NormedSpace.exp_hasFPowerSeriesAt_zero (𝕂 := ℝ)
    (𝔸 := 𝔸)).isBigO_sub_partialSum_pow 4
  obtain ⟨C, hC⟩ := H.bound
  have hp : ∀ y : 𝔸, (NormedSpace.expSeries ℝ 𝔸).partialSum 4 y
      = 1 + y + (1 / 2 : ℝ) • y ^ 2 + (1 / 6 : ℝ) • y ^ 3 := by
    intro y
    simp only [FormalMultilinearSeries.partialSum, Finset.sum_range_succ,
      Finset.sum_range_zero, NormedSpace.expSeries_apply_eq]
    norm_num [Nat.factorial]
  have hX : Tendsto (fun h : ℝ => h • X) (𝓝[≠] 0) (𝓝 0) := by
    have c : Continuous (fun h : ℝ => h • X) := by fun_prop
    have t := (c.tendsto 0).mono_left (nhdsWithin_le_nhds (s := {0}ᶜ))
    simpa using t
  have hlim : Tendsto (fun h : ℝ => C * ‖X‖ ^ 4 * |h|) (𝓝[≠] 0) (𝓝 0) := by
    have c : Continuous (fun h : ℝ => C * ‖X‖ ^ 4 * |h|) := by fun_prop
    have t := (c.tendsto 0).mono_left (nhdsWithin_le_nhds (s := {0}ᶜ))
    simpa using t
  rw [tendsto_iff_norm_sub_tendsto_zero]
  refine squeeze_zero' (Eventually.of_forall fun _ => norm_nonneg _) ?_ hlim
  filter_upwards [hX.eventually hC, self_mem_nhdsWithin] with h hb hh
  have hh : h ≠ 0 := hh
  have hpos : 0 < |h| := abs_pos.2 hh
  rw [zero_add, hp, norm_pow, norm_norm] at hb
  have e : (h ^ 3)⁻¹ • (NormedSpace.exp (h • X) - (1 + h • X + (h ^ 2 / 2) • X ^ 2))
      - (1 / 6 : ℝ) • X ^ 3 = (h ^ 3)⁻¹ • (NormedSpace.exp (h • X)
        - (1 + h • X + (1 / 2 : ℝ) • (h • X) ^ 2 + (1 / 6 : ℝ) • (h • X) ^ 3)) := by
    rw [smul_pow, smul_pow]
    match_scalars <;> first | ring | (field_simp; done) | (field_simp; ring)
  rw [e, norm_smul, norm_inv, norm_pow, Real.norm_eq_abs, inv_mul_le_iff₀ (by positivity)]
  refine hb.trans (le_of_eq ?_)
  rw [norm_smul, Real.norm_eq_abs]
  ring

end

end AveragedSplitting
```

The compiler's answer:

```
Try this:
  [apply] ring_nf
  
  The `ring` tactic failed to close the goal. Use `ring_nf` to obtain a normal form.
    
  Note that `ring` works primarily in *commutative* rings. If you have a noncommutative ring, abelian group or module, consider using `noncomm_ring`, `abel` or `module` instead.
Main.lean:43:82: error: unsolved goals
𝔸 : Type u_1
inst✝² : NormedRing 𝔸
inst✝¹ : NormedAlgebra ℝ 𝔸
inst✝ : CompleteSpace 𝔸
X : 𝔸
H : (fun y => NormedSpace.exp (0 + y) - (NormedSpace.expSeries ℝ 𝔸).partialSum 4 y) =O[𝓝 0] fun y => ‖y‖ ^ 4
C : ℝ
hC : ∀ᶠ (x : 𝔸) in 𝓝 0, ‖NormedSpace.exp (0 + x) - (NormedSpace.expSeries ℝ 𝔸).partialSum 4 x‖ ≤ C * ‖‖x‖ ^ 4‖
hp : ∀ (y : 𝔸), (NormedSpace.expSeries ℝ 𝔸).partialSum 4 y = 1 + y + (1 / 2) • y ^ 2 + (1 / 6) • y ^ 3
hX : Tendsto (fun h => h • X) (𝓝[≠] 0) (𝓝 0)
hlim : Tendsto (fun h => C * ‖X‖ ^ 4 * |h|) (𝓝[≠] 0) (𝓝 0)
h : ℝ
hb : ‖NormedSpace.exp (h • X) - (1 + h • X + (1 / 2) • (h • X) ^ 2 + (1 / 6) • (h • X) ^ 3)‖ ≤ C * ‖h • X‖ ^ 4
hh✝ : h ∈ {0}ᶜ
hh : h ≠ 0
hpos : 0 < |h|
⊢ -1 / 6 = h ^ 3 * h⁻¹ ^ 3 * (-1 / 6)
```

Diagnosis. The error lies in the identity `e`, which brings X³/6 inside the bracket multiplied by 1/h³. `match_scalars` reduces it to equations between real coefficients, and the one left open is `-1 / 6 = h ^ 3 * h⁻¹ ^ 3 * (-1 / 6)`. This needs h³ · h⁻³ = 1, which holds only for h ≠ 0. The hypothesis `hh` says so, but `ring` does not use it.

The later alternatives with `field_simp` were meant for this case, but were never tried. When `ring` cannot close a goal it falls back to `ring_nf`, and if that rewrites the goal, `ring` counts as having succeeded. `first` therefore stopped there, with the goal still open. The "Try this" message reports the same fallback; its remark on noncommutative rings is beside the point, since the coefficients are real.

The repair puts `ring1` in place of `ring`. `ring1` fails unless it closes the goal, so `first` goes on to `field_simp`, which can cancel the powers of h using `hh` and finishes the goal. Merging the two old `field_simp` alternatives into one is mere tidying.

The repair, with which the file compiles:

```diff
@@ -43,5 +43,5 @@
         - (1 + h • X + (1 / 2 : ℝ) • (h • X) ^ 2 + (1 / 6 : ℝ) • (h • X) ^ 3)) := by
     rw [smul_pow, smul_pow]
-    match_scalars <;> first | ring | (field_simp; done) | (field_simp; ring)
+    match_scalars <;> first | ring1 | field_simp
   rw [e, norm_smul, norm_inv, norm_pow, Real.norm_eq_abs, inv_mul_le_iff₀ (by positivity)]
   refine hb.trans (le_of_eq ?_)
```
